# With t, k, K > 0, the one-electron adiabatic Holstein–Peierls dimer has a global minimum without site distortion exactly when g²/k ≤ t + b²/K

Take one electron on two sites with hopping t, and let a distortion x shift the site energies by ±gx at elastic cost kx²/2. For small x the energy is

kx²/2 − √(t² + g²x²) ≈ −t + (k − g²/t)x²/2,

so the symmetric point becomes unstable when g²/k exceeds t. Now let a bond displacement y change the hopping to t + by, at cost Ky²/2. At x = 0 the bond relaxes to y = b/K and the hopping grows to t + b²/K. For b ≠ 0, the instability toward a site distortion therefore needs a larger |g|. The theorems below turn this local estimate into a statement about global minima.

```lean
import Mathlib

open Matrix

namespace HolsteinPeierlsDimer

noncomputable section
```

This loads Mathlib and opens a namespace for the names that follow.

```lean
/-- Electronic Hamiltonian of the dimer: site energies `± g x` and hopping amplitude
`-(t + b y)`. -/
def electronH (t g b x y : ℝ) : Matrix (Fin 2) (Fin 2) ℝ :=
  !![g * x, -(t + b * y); -(t + b * y), -(g * x)]
```

`electronH` is the 2×2 real Hamiltonian in the site basis. The hopping is linear in y for every y, even where t + by changes sign.

```lean
/-- Half of the splitting between the two electronic levels. -/
def halfGap (t g b x y : ℝ) : ℝ := Real.sqrt ((t + b * y) ^ 2 + g ^ 2 * x ^ 2)
```

This is r = √((t + by)² + g²x²).

```lean
/-- Adiabatic surface: elastic energy of the site mode `x` and the bond mode `y`, plus
the energy of one electron in the lower level. -/
def surface (t k K g b x y : ℝ) : ℝ :=
  (k * x ^ 2 + K * y ^ 2) / 2 - halfGap t g b x y
```

The surface is E(x,y) = (kx² + Ky²)/2 − r. The displacements are classical and static, and there is one electron, with no lattice kinetic energy.

```lean
/-- The ratio of the bare hopping `t` to the difference `g²/k - b²/K`. -/
def hoppingRatio (t k K g b : ℝ) : ℝ := t / (g ^ 2 / k - b ^ 2 / K)
```

Write L = g²/k, D = L − b²/K and c = t/D; `hoppingRatio` is c. Minimizing kx²/2 − |gx| and Ky²/2 − |by| separately gains the energies g²/(2k) and b²/(2K), so D is twice the difference of these two relaxation energies.

```lean
variable {t k K g b : ℝ}

/-- The squared half-gap is the sum of the squared hopping and the squared site energy. -/
theorem halfGap_sq (t g b x y : ℝ) :
    halfGap t g b x y ^ 2 = (t + b * y) ^ 2 + g ^ 2 * x ^ 2 := by
  unfold halfGap
  exact Real.sq_sqrt (by positivity)
```

The `variable` line declares real parameters. The theorem says r² = (t + by)² + g²x², which holds because the radicand is nonnegative.

```lean
/-- The electronic levels at fixed distortion are minus and plus the half-gap. -/
theorem electronic_levels (t g b x y e : ℝ) :
    (electronH t g b x y - e • (1 : Matrix (Fin 2) (Fin 2) ℝ)).det = 0 ↔
      e = -halfGap t g b x y ∨ e = halfGap t g b x y := by
  have hdet : (electronH t g b x y - e • (1 : Matrix (Fin 2) (Fin 2) ℝ)).det
      = (e + halfGap t g b x y) * (e - halfGap t g b x y) := by
    have h : (electronH t g b x y - e • (1 : Matrix (Fin 2) (Fin 2) ℝ)).det
        = (g * x - e) * (-(g * x) - e) - (-(t + b * y)) * (-(t + b * y)) := by
      rw [Matrix.det_fin_two]
      simp [electronH]
    rw [h]
    linear_combination halfGap_sq t g b x y
  rw [hdet, mul_eq_zero, add_eq_zero_iff_eq_neg, sub_eq_zero]
```

A real e is a level exactly when the characteristic determinant vanishes:

(gx − e)(−gx − e) − (t + by)² = e² − r² = 0.

So e = ±r, which justifies the −r in the surface.

```lean
/-- `2 (t + b²/K)` times the surface measured from `-t - b²/(2K)`, written as a combination of
squares. -/
theorem symmetric_square_form (hK : 0 < K) (x y : ℝ) :
    2 * (t + b ^ 2 / K) * (surface t k K g b x y + t + b ^ 2 / (2 * K)) =
      (halfGap t g b x y - (t + b ^ 2 / K)) ^ 2
        + (k * (t + b ^ 2 / K) - g ^ 2) * x ^ 2 + t * K * (y - b / K) ^ 2 := by
  have hr := halfGap_sq t g b x y
  unfold surface
  generalize halfGap t g b x y = r at hr ⊢
  -- measure the bond coupling by the displacement `β = b / K`
  obtain ⟨β, rfl⟩ : ∃ β, b = K * β := ⟨b / K, by field_simp⟩
  have e1 : (K * β) ^ 2 / K = K * β ^ 2 := by field_simp
  have e2 : (K * β) ^ 2 / (2 * K) = K * β ^ 2 / 2 := by field_simp
  have e3 : K * β / K = β := by field_simp
  rw [e1, e2, e3]
  linear_combination -hr
```

Let T = t + b²/K. Since 2t + b²/K = T + t, the left side is

Tkx² + TKy² − 2Tr + T² + tT.

Subtract (r − T)², insert r², and use TK = tK + b². What remains is

(kT − g²)x² + tKy² − 2tby + tb²/K = (kT − g²)x² + tK(y − b/K)².

Lean substitutes b = Kβ to clear the fractions; `linear_combination` then checks the polynomial identity, using the formula for r².

```lean
/-- `2 g²/k` times the surface measured from `-g²/(2k) - t c/2`, with `c` the hopping ratio, written
as a combination of squares. -/
theorem localized_square_form (hk : 0 < k) (hK : 0 < K) (hD : b ^ 2 / K < g ^ 2 / k)
    (x y : ℝ) :
    2 * (g ^ 2 / k) *
        (surface t k K g b x y + g ^ 2 / (2 * k) + t * hoppingRatio t k K g b / 2) =
      (halfGap t g b x y - g ^ 2 / k) ^ 2
        + K * (g ^ 2 / k - b ^ 2 / K) * (y - hoppingRatio t k K g b * (b / K)) ^ 2 := by
  have hr := halfGap_sq t g b x y
  have hc : hoppingRatio t k K g b * (g ^ 2 / k - b ^ 2 / K) = t :=
    div_mul_cancel₀ _ (sub_pos.2 hD).ne'
  unfold surface
  generalize halfGap t g b x y = r at hr ⊢
  generalize hoppingRatio t k K g b = c at hc ⊢
  clear hD
  obtain ⟨β, rfl⟩ : ∃ β, b = K * β := ⟨b / K, by field_simp⟩
  obtain ⟨γ, rfl⟩ : ∃ γ, g = k * γ := ⟨g / k, by field_simp⟩
  have e1 : (K * β) ^ 2 / K = K * β ^ 2 := by field_simp
  have e2 : K * β / K = β := by field_simp
  have e3 : (k * γ) ^ 2 / k = k * γ ^ 2 := by field_simp
  have e4 : (k * γ) ^ 2 / (2 * k) = k * γ ^ 2 / 2 := by field_simp
  rw [e1, e3] at hc
  rw [e1, e2, e3, e4]
  subst hc
  linear_combination -hr
```

The theorem assumes D > 0, so c = t/D is defined and cD = t. The same method works with L in place of T. After (r − L)² is subtracted, the left side leaves

KDy² − 2tby − t² + Ltc.

Inserting t = cD gives

KDy² − 2cDby + c²D(L − D) = KD(y − cb/K)²,

because L − D = b²/K.

```lean
/-- If `g²/k ≤ t + b²/K`, the point `x = 0`, `y = b/K` is the unique global minimizer
of the surface. -/
theorem symmetric_minimum (ht : 0 < t) (hk : 0 < k) (hK : 0 < K)
    (h : g ^ 2 / k ≤ t + b ^ 2 / K) (x y : ℝ) :
    surface t k K g b 0 (b / K) ≤ surface t k K g b x y ∧
      (surface t k K g b x y = surface t k K g b 0 (b / K) → x = 0 ∧ y = b / K) := by
  have hT : 0 < t + b ^ 2 / K := by positivity
  have h0 : surface t k K g b 0 (b / K) = -t - b ^ 2 / (2 * K) := by
    have hg : halfGap t g b 0 (b / K) = t + b ^ 2 / K := by
      have e : (t + b * (b / K)) ^ 2 + g ^ 2 * 0 ^ 2 = (t + b ^ 2 / K) ^ 2 := by ring
      unfold halfGap
      rw [e, Real.sqrt_sq hT.le]
    have e : K * (b / K) ^ 2 = b ^ 2 / K := by field_simp
    have e' : b ^ 2 / (2 * K) = b ^ 2 / K / 2 := by field_simp
    unfold surface
    rw [hg, e, e']
    ring
  have hS := symmetric_square_form (t := t) (k := k) (g := g) (b := b) hK x y
  have hcoef : 0 ≤ k * (t + b ^ 2 / K) - g ^ 2 := by
    have := (div_le_iff₀ hk).1 h
    linarith
  have p1 := sq_nonneg (halfGap t g b x y - (t + b ^ 2 / K))
  have p2 := mul_nonneg hcoef (sq_nonneg x)
  have p3 : 0 ≤ t * K * (y - b / K) ^ 2 := by positivity
  refine ⟨?_, fun he => ?_⟩
  · have := (mul_nonneg_iff_of_pos_left (by positivity : 0 < 2 * (t + b ^ 2 / K))).1
      (hS ▸ add_nonneg (add_nonneg p1 p2) p3)
    linarith
  · -- at equality each of the three terms vanishes
    have hz : surface t k K g b x y + t + b ^ 2 / (2 * K) = 0 := by rw [he, h0]; ring
    rw [hz, mul_zero] at hS
    have q1 : (halfGap t g b x y - (t + b ^ 2 / K)) ^ 2 = 0 := by linarith
    have q2 : (k * (t + b ^ 2 / K) - g ^ 2) * x ^ 2 = 0 := by linarith
    have q3 : t * K * (y - b / K) ^ 2 = 0 := by linarith
    have hr : halfGap t g b x y = t + b ^ 2 / K := sub_eq_zero.1 (pow_eq_zero_iff two_ne_zero |>.1 q1)
    have hy : y = b / K := sub_eq_zero.1 (pow_eq_zero_iff two_ne_zero |>.1
      ((mul_eq_zero.1 q3).resolve_left (by positivity)))
    have hsq := halfGap_sq t g b x y
    rw [hr, hy] at hsq
    have hx : k * (t + b ^ 2 / K) * x ^ 2 = 0 := by linear_combination q2 - hsq
    exact ⟨pow_eq_zero_iff two_ne_zero |>.1
      ((mul_eq_zero.1 hx).resolve_left (by positivity)), hy⟩
```

Here and in the two theorems that follow, t, k and K are positive. If L ≤ T, every term on the right of the first identity is then nonnegative, so E ≥ −t − b²/(2K), and (0, b/K) attains this value. At equality each term vanishes, so r = T and y = b/K. The formula for r² then gives g²x² = 0; together with (kT − g²)x² = 0 this yields kTx² = 0, hence x = 0. The minimizer is thus unique, even at the threshold itself.

```lean
/-- If `g²/k > t + b²/K`, the surface is bounded below by `-g²/(2k) - t c/2`, with `c` the
hopping ratio, and takes this value exactly at `y = c b/K`, `x² = (g/k)² (1 - c²)`. -/
theorem localized_minimum (ht : 0 < t) (hk : 0 < k) (hK : 0 < K)
    (h : t + b ^ 2 / K < g ^ 2 / k) (x y : ℝ) :
    -(g ^ 2 / (2 * k)) - t * hoppingRatio t k K g b / 2 ≤ surface t k K g b x y ∧
      (surface t k K g b x y = -(g ^ 2 / (2 * k)) - t * hoppingRatio t k K g b / 2 ↔
        y = hoppingRatio t k K g b * (b / K) ∧
          x ^ 2 = (g / k) ^ 2 * (1 - hoppingRatio t k K g b ^ 2)) := by
  have hB : 0 ≤ b ^ 2 / K := by positivity
  have hL : 0 < g ^ 2 / k := by linarith
  have hD : 0 < g ^ 2 / k - b ^ 2 / K := by linarith
  have hg : g ^ 2 ≠ 0 := by
    intro h0
    rw [h0, zero_div] at hL
    exact lt_irrefl _ hL
  have hS := localized_square_form (t := t) hk hK (sub_pos.1 hD) x y
  have hc : hoppingRatio t k K g b * (g ^ 2 / k - b ^ 2 / K) = t :=
    div_mul_cancel₀ _ hD.ne'
  have hsq := halfGap_sq t g b x y
  have hr0 : 0 ≤ halfGap t g b x y := Real.sqrt_nonneg _
  generalize hoppingRatio t k K g b = c at hS hc ⊢
  -- effective hopping at the optimal bond length
  have hu : t + b * (c * (b / K)) = c * (g ^ 2 / k) := by linear_combination -hc
  have p1 := sq_nonneg (halfGap t g b x y - g ^ 2 / k)
  have p2 := mul_nonneg (mul_pos hK hD).le (sq_nonneg (y - c * (b / K)))
  refine ⟨?_, fun he => ?_, fun ⟨hy, hx⟩ => ?_⟩
  · have := (mul_nonneg_iff_of_pos_left (by positivity : 0 < 2 * (g ^ 2 / k))).1
      (hS ▸ add_nonneg p1 p2)
    linarith
  · have hz : surface t k K g b x y + g ^ 2 / (2 * k) + t * c / 2 = 0 := by rw [he]; ring
    rw [hz, mul_zero] at hS
    have q1 : (halfGap t g b x y - g ^ 2 / k) ^ 2 = 0 := by linarith
    have q2 : K * (g ^ 2 / k - b ^ 2 / K) * (y - c * (b / K)) ^ 2 = 0 := by linarith
    have hr : halfGap t g b x y = g ^ 2 / k := sub_eq_zero.1 (pow_eq_zero_iff two_ne_zero |>.1 q1)
    have hy : y = c * (b / K) := sub_eq_zero.1 (pow_eq_zero_iff two_ne_zero |>.1
      ((mul_eq_zero.1 q2).resolve_left (mul_pos hK hD).ne'))
    refine ⟨hy, mul_left_cancel₀ hg ?_⟩
    rw [hr, hy, hu] at hsq
    linear_combination -hsq
  · have hr : halfGap t g b x y = g ^ 2 / k := by
      rw [hy, hu, hx] at hsq
      rw [← hy] at hsq
      have : (halfGap t g b x y - g ^ 2 / k) * (halfGap t g b x y + g ^ 2 / k) = 0 := by
        linear_combination hsq
      exact sub_eq_zero.1 ((mul_eq_zero.1 this).resolve_right (by linarith))
    have hz : 2 * (g ^ 2 / k) * (surface t k K g b x y + g ^ 2 / (2 * k) + t * c / 2) = 0 := by
      rw [hS, hr, hy]
      ring
    have := (mul_eq_zero.1 hz).resolve_left (by positivity)
    linarith
```

If L > T, then D > t > 0, and the second identity gives E ≥ −L/2 − tc/2. Equality means r = L and y = cb/K. There the hopping is

t + cb²/K = c(D + b²/K) = cL,

so g²x² = L²(1 − c²), that is, x² = (g/k)²(1 − c²). Conversely, these values of y and x² give r = L, and both squares vanish. The `↔` in the statement records both directions.

```lean
/-- The adiabatic surface has a global minimizer with zero site distortion if and only if
`g²/k ≤ t + b²/K`. -/
theorem site_localization_threshold (ht : 0 < t) (hk : 0 < k) (hK : 0 < K) :
    (∃ y, ∀ x' y', surface t k K g b 0 y ≤ surface t k K g b x' y') ↔
      g ^ 2 / k ≤ t + b ^ 2 / K := by
  refine ⟨fun ⟨y, hy⟩ => ?_, fun h => ⟨b / K, fun x' y' =>
    (symmetric_minimum ht hk hK h x' y').1⟩⟩
  by_contra hn
  have h := lt_of_not_ge hn
  have hB : 0 ≤ b ^ 2 / K := by positivity
  have hD : 0 < g ^ 2 / k - b ^ 2 / K := by linarith
  have hg : g ≠ 0 := by
    rintro rfl
    norm_num at h
    linarith
  have c0 : 0 < hoppingRatio t k K g b := div_pos ht hD
  have c1 : hoppingRatio t k K g b < 1 := (div_lt_one hD).2 (by linarith)
  have hpos : 0 < (g / k) ^ 2 * (1 - hoppingRatio t k K g b ^ 2) :=
    mul_pos (by positivity) (by nlinarith)
  -- compare with the distorted minimum, which requires a nonzero `x`
  have hmin := (localized_minimum ht hk hK h
    (Real.sqrt ((g / k) ^ 2 * (1 - hoppingRatio t k K g b ^ 2)))
    (hoppingRatio t k K g b * (b / K))).2.2 ⟨rfl, Real.sq_sqrt hpos.le⟩
  have hle := hy (Real.sqrt ((g / k) ^ 2 * (1 - hoppingRatio t k K g b ^ 2)))
    (hoppingRatio t k K g b * (b / K))
  rw [hmin] at hle
  have h0 := localized_minimum ht hk hK h 0 y
  have hx := (h0.2.1 (le_antisymm hle h0.1)).2
  norm_num only at hx
  linarith

end

end HolsteinPeierlsDimer
```

In words: some y exists such that (0, y) lies no higher than any point (x', y'), if and only if g²/k ≤ t + b²/K. The direction from right to left uses y = b/K from `symmetric_minimum`.

For the other direction, suppose L > T. Then 0 < c < 1, so (g/k)²(1 − c²) is positive and its square root is a genuine displacement at which the lower bound is attained. A global minimizer (0, y) would have to attain it too, and `localized_minimum` would then force 0 = (g/k)²(1 − c²) > 0, a contradiction.

For this two-site model with classical displacements, the result offers a check on polaron geometry optimization: above the threshold, a gradient search started at (0, b/K) stays there, although the global minima have x ≠ 0. The x-component of the gradient vanishes there by the symmetry x → −x, and the y-component vanishes because the bond is already relaxed.

```lean
#print axioms HolsteinPeierlsDimer.electronic_levels
#print axioms HolsteinPeierlsDimer.site_localization_threshold
```

```
'HolsteinPeierlsDimer.electronic_levels' depends on axioms: [propext, Classical.choice, Quot.sound]
'HolsteinPeierlsDimer.site_localization_threshold' depends on axioms: [propext, Classical.choice, Quot.sound]
```
